# Perfect discrimination of quantum states requires orthogonality

Let $E$ and $I - E$ be positive semidefinite operators on a finite-dimensional complex space with identity $I$, let $u$ be a unit vector and $v$ any vector. If $\langle u, Eu\rangle = 1$ and $\langle v, Ev\rangle = 0$, then $Eu = u$, $Ev = 0$ and $\langle u, v\rangle = 0$. Conversely, if $\langle u, v\rangle = 0$, such an $E$ exists.

## Physical setting

States are vectors $x$ with components $x_i$, where $i$ runs over a finite index set $n$, and $\langle x, y\rangle = \sum_i \overline{x_i}\, y_i$. The adjoint of a matrix $A$ is $A^\dagger$, and $A \ge 0$ means that $A = A^\dagger$ and $\langle x, Ax\rangle \ge 0$ for all $x$. A yes/no measurement is described by an effect, a matrix $E$ with $E \ge 0$ and $I - E \ge 0$. In a unit vector $x$ the outcome "yes" has probability $\langle x, Ex\rangle$, and in a density operator $\rho$ ($\rho \ge 0$, $\operatorname{tr}\rho = 1$) it has probability $\operatorname{tr}(E\rho)$. The effect discriminates two states perfectly if "yes" is certain in the first and impossible in the second.

For one measurement on one finite-dimensional system, the result forbids a readout of overlapping states that always names one of the states and is never wrong. The qubit states $(1,0)$ and $(1,1)/\sqrt2$, with overlap $1/\sqrt2$, are told apart with certainty by no effect, projective or not.

## Statement

1. Two vectors. For an effect $E$, a unit vector $u$ and any $v$, the conditions $\langle u,Eu\rangle = 1$ and $\langle v,Ev\rangle = 0$ give $Eu = u$, $Ev = 0$, $\langle u,v\rangle = 0$.
2. Equivalence. For unit $u$ and any $v$, an effect with these two values exists if and only if $\langle u,v\rangle = 0$.
3. Many outcomes. Let $k$ run over a finite set $\iota$, with $E_k \ge 0$, $\sum_k E_k = I$, and unit vectors $\psi_k$ with $\langle\psi_k, E_k\psi_k\rangle = 1$. Then $E_k\psi_k = \psi_k$, and for $j \ne k$ both $E_j\psi_k = 0$ and $\langle\psi_j,\psi_k\rangle = 0$.
4. Mixed states. For an effect $E$, a density operator $\rho$ and any $\sigma \ge 0$, the conditions $\operatorname{tr}(E\rho) = 1$ and $\operatorname{tr}(E\sigma) = 0$ give $E\rho = \rho$, $E\sigma = 0$, $\rho\sigma = 0$.
5. Example. On three levels labelled $0, 1, 2$, the matrix $\operatorname{diag}(1, 0, \tfrac12)$ is an effect with $E^2 \ne E$, value $1$ in $(1,0,0)$ and value $0$ in $(0,1,0)$, both unit vectors. A perfectly discriminating effect need not be a projector.

## Derivation

Step A. Every $A \ge 0$ factors as $A = C^\dagger C$, for instance with $C$ the positive square root. Then $\langle x, Ax\rangle = \langle Cx, Cx\rangle$, so a vanishing value forces $Cx = 0$ and $Ax = C^\dagger Cx = 0$. The reverse implication is immediate. Hence $\langle x,Ax\rangle = 0$ exactly when $Ax = 0$.

Step B. For unit $u$, $\langle u,(I-E)u\rangle = 1 - \langle u,Eu\rangle$. Step A applied to $I - E$ shows that $\langle u,Eu\rangle = 1$ exactly when $(I-E)u = 0$, that is $Eu = u$.

Step C. Step B gives $Eu = u$ and Step A applied to $E$ gives $Ev = 0$. Since $E^\dagger = E$,
$$\langle u,v\rangle = \langle Eu,v\rangle = \langle u,Ev\rangle = 0 .$$

Step D (converse). Put $P_{ij} = u_i\overline{u_j}$, so that $Px = \langle u,x\rangle u$. Then $P^\dagger = P$, and $(P^2)_{ij} = u_i\overline{u_j}\sum_k \overline{u_k}u_k = P_{ij}$. Therefore $P = P^\dagger P \ge 0$, and $(I-P)^\dagger(I-P) = (I - P) - (P - P^2) = I - P \ge 0$, so $P$ is an effect. Further, $Pu = u$ gives $\langle u,Pu\rangle = 1$, and $\langle u,v\rangle = 0$ gives $Pv = 0$, so $\langle v,Pv\rangle = 0$.

Step E (many outcomes). We have $I - E_k = \sum_{j\ne k}E_j \ge 0$, so every $E_k$ is an effect and Step B gives $E_k\psi_k = \psi_k$. Then
$$\sum_{i\ne k}\langle\psi_k,E_i\psi_k\rangle = \langle\psi_k,\psi_k - E_k\psi_k\rangle = 0 .$$
The terms are nonnegative, so each vanishes. For $j \ne k$ the effect $E_j$ has value $1$ in $\psi_j$ and $0$ in $\psi_k$, and Step C applies.

Step F (trace version of A). Let $A = C^\dagger C$, $\sigma = B^\dagger B$ and $M = CB^\dagger$. Cyclicity of the trace gives
$$\operatorname{tr}(M^\dagger M) = \operatorname{tr}(BC^\dagger CB^\dagger) = \operatorname{tr}(C^\dagger CB^\dagger B) = \operatorname{tr}(A\sigma).$$
The left side is $\sum_{i,j}|M_{ij}|^2$, so $\operatorname{tr}(A\sigma) = 0$ forces $M = 0$ and $A\sigma = C^\dagger M B = 0$.

Step G (mixed states). From $\operatorname{tr}((I-E)\rho) = 1 - 1 = 0$, Step F gives $E\rho = \rho$, and it gives $E\sigma = 0$ directly. The adjoint of $\rho = E\rho$ is $\rho = \rho E$, so $\rho\sigma = \rho E\sigma = 0$.

## What the formal version assumes

Vectors are functions `n → ℂ` and operators are `Matrix n n ℂ`, so the dimension is finite and a basis is fixed, orthonormal for the inner product used. The expression `star x ⬝ᵥ y` is $\langle x,y\rangle$, antilinear in the first slot as in the bra-ket convention. `E *ᵥ x` is $Ex$, `ᴴ` is the adjoint and `1` is $I$. The predicate `PosSemidef` includes hermiticity. `IsEffect`, `IsUnitVec` and `projector` are the effect condition, $\langle x,x\rangle = 1$ and the matrix $P$.

The Born rule is put in as the definition `prob` and is not derived. Its value is a complex number, defined for every matrix and every vector, and it is a probability when `E` is an effect and `x` is a unit vector. With `ComplexOrder` open, `0 ≤ prob (E i) (ψ k)` says that the number is real and nonnegative.

Only `u` and `ρ` are normalised in items 1, 2 and 4, because a zero value and orthogonality survive rescaling of `v` or `σ`. This admits $v = 0$, which in dimension one is the only vector orthogonal to $u$; two unit vectors meeting the hypotheses need dimension at least two, and for empty `n` no unit vector or density operator exists. Normalisation of $u$ does matter: $E = \operatorname{diag}(1,0)$, $u = (1,1)$, $v = (0,1)$ have values $1$ and $0$ while $\langle u,v\rangle = 1$.

In `povm_discrimination` outcomes and states share the index type `ι`, one outcome per state. A converse is proved for two vectors only, in `discriminable_iff_orthogonal`; items 3 and 4 run in one direction. The values $0$ and $1$ are assumed to hold exactly, so the theorems give no error bound for nearly orthogonal states, do not treat strategies that may return an inconclusive outcome, and say nothing of the state after the measurement.

In Lean 4 with Mathlib:

```lean
import Mathlib

open Matrix
open scoped ComplexOrder MatrixOrder

namespace PerfectDiscrimination

noncomputable section

variable {n : Type*} [Fintype n] [DecidableEq n]

/-- An effect (one outcome of a yes/no measurement): `E` and `1 - E` are positive semidefinite. -/
def IsEffect (E : Matrix n n ℂ) : Prop := E.PosSemidef ∧ (1 - E).PosSemidef

/-- The Born value `⟨x, E x⟩` of the operator `E` in the vector `x`. -/
def prob (E : Matrix n n ℂ) (x : n → ℂ) : ℂ := star x ⬝ᵥ E *ᵥ x

/-- A normalised state vector: `⟨x, x⟩ = 1`. -/
def IsUnitVec (x : n → ℂ) : Prop := star x ⬝ᵥ x = 1

/-- The operator `|u⟩⟨u|`. -/
def projector (u : n → ℂ) : Matrix n n ℂ := vecMulVec u (star u)

omit [DecidableEq n] in
/-- For a positive semidefinite `A`, the value `⟨x, A x⟩` vanishes exactly when `A x = 0`. -/
theorem prob_eq_zero_iff {A : Matrix n n ℂ} (hA : A.PosSemidef) (x : n → ℂ) :
    prob A x = 0 ↔ A *ᵥ x = 0 :=
  hA.dotProduct_mulVec_zero_iff x

/-- If `1 - E` is positive semidefinite and `u` is a unit vector, then `⟨u, E u⟩ = 1` exactly
when `E u = u`. -/
theorem prob_eq_one_iff {E : Matrix n n ℂ} (hE : (1 - E).PosSemidef) {u : n → ℂ}
    (hu : IsUnitVec u) : prob E u = 1 ↔ E *ᵥ u = u := by
  have hu' : star u ⬝ᵥ u = 1 := hu
  -- the complementary outcome has Born value 1 - ⟨u, E u⟩
  have hc : prob (1 - E) u = 1 - prob E u := by
    unfold prob
    rw [sub_mulVec, one_mulVec, dotProduct_sub, hu']
  have key := prob_eq_zero_iff hE u
  rw [hc, sub_mulVec, one_mulVec, sub_eq_zero, sub_eq_zero] at key
  exact ⟨fun h => (key.mp h.symm).symm, fun h => (key.mpr h.symm).symm⟩

/-- If an effect `E` has `⟨u, E u⟩ = 1` for a unit vector `u` and `⟨v, E v⟩ = 0` for a vector
`v`, then `E u = u`, `E v = 0` and `⟨u, v⟩ = 0`. -/
theorem perfect_discrimination {E : Matrix n n ℂ} (hE : IsEffect E) {u v : n → ℂ}
    (hu : IsUnitVec u) (h1 : prob E u = 1) (h0 : prob E v = 0) :
    E *ᵥ u = u ∧ E *ᵥ v = 0 ∧ star u ⬝ᵥ v = 0 := by
  have hEu := (prob_eq_one_iff hE.2 hu).mp h1
  have hEv := (prob_eq_zero_iff hE.1 v).mp h0
  have hH : Eᴴ = E := hE.1.1
  refine ⟨hEu, hEv, ?_⟩
  -- move the Hermitian E from the bra to the ket
  calc star u ⬝ᵥ v = star (E *ᵥ u) ⬝ᵥ v := by rw [hEu]
    _ = star u ⬝ᵥ E *ᵥ v := by rw [Matrix.star_mulVec, hH, ← Matrix.dotProduct_mulVec]
    _ = 0 := by rw [hEv, dotProduct_zero]

omit [DecidableEq n] in
/-- The operator `|u⟩⟨u|` sends `x` to `⟨u, x⟩ u`. -/
theorem projector_mulVec (u x : n → ℂ) : projector u *ᵥ x = (star u ⬝ᵥ x) • u := by
  ext i
  simp only [projector, mulVec, dotProduct, vecMulVec_apply, Pi.smul_apply, smul_eq_mul,
    Finset.sum_mul]
  exact Finset.sum_congr rfl fun j _ => by ring

/-- For a unit vector `u` the operator `|u⟩⟨u|` is an effect. -/
theorem projector_isEffect {u : n → ℂ} (hu : IsUnitVec u) : IsEffect (projector u) := by
  have hu' : ∑ k, star u k * u k = 1 := hu
  have hH : (projector u)ᴴ = projector u := by
    ext i j
    simp [projector, conjTranspose_apply, vecMulVec_apply, mul_comm]
  have hP : projector u * projector u = projector u := by
    ext i j
    simp only [projector, Matrix.mul_apply, vecMulVec_apply]
    calc ∑ k, u i * star u k * (u k * star u j)
        = u i * star u j * ∑ k, star u k * u k := by
          rw [Finset.mul_sum]
          exact Finset.sum_congr rfl fun k _ => by ring
      _ = u i * star u j := by rw [hu', mul_one]
  -- both P and 1 - P are of the form Bᴴ B
  constructor
  · have h := posSemidef_conjTranspose_mul_self (projector u)
    rwa [hH, hP] at h
  · have h := posSemidef_conjTranspose_mul_self (1 - projector u)
    have e : (1 - projector u)ᴴ * (1 - projector u) = 1 - projector u := by
      rw [conjTranspose_sub, conjTranspose_one, hH, sub_mul, one_mul, mul_sub, mul_one, hP,
        sub_self, sub_zero]
    rwa [e] at h

/-- For a unit vector `u` and a vector `v`, an effect with `⟨u, E u⟩ = 1` and `⟨v, E v⟩ = 0`
exists if and only if `⟨u, v⟩ = 0`. -/
theorem discriminable_iff_orthogonal {u : n → ℂ} (hu : IsUnitVec u) (v : n → ℂ) :
    (∃ E : Matrix n n ℂ, IsEffect E ∧ prob E u = 1 ∧ prob E v = 0) ↔ star u ⬝ᵥ v = 0 := by
  have hu' : star u ⬝ᵥ u = 1 := hu
  constructor
  · rintro ⟨E, hE, h1, h0⟩
    exact (perfect_discrimination hE hu h1 h0).2.2
  · intro h
    refine ⟨projector u, projector_isEffect hu, ?_, ?_⟩
    · rw [prob, projector_mulVec, hu', one_smul, hu']
    · rw [prob, projector_mulVec, h, zero_smul, dotProduct_zero]

/-- If positive semidefinite operators `E k` sum to the identity and unit vectors `ψ k` have
`⟨ψ k, E k ψ k⟩ = 1`, then `E k ψ k = ψ k`, and `E j ψ k = 0`, `⟨ψ j, ψ k⟩ = 0` for `j ≠ k`. -/
theorem povm_discrimination {ι : Type*} [Fintype ι] {E : ι → Matrix n n ℂ}
    (hE : ∀ k, (E k).PosSemidef) (hsum : ∑ k, E k = 1) {ψ : ι → n → ℂ}
    (hψ : ∀ k, IsUnitVec (ψ k)) (h1 : ∀ k, prob (E k) (ψ k) = 1) :
    (∀ k, E k *ᵥ ψ k = ψ k) ∧
      ∀ j k, j ≠ k → E j *ᵥ ψ k = 0 ∧ star (ψ j) ⬝ᵥ ψ k = 0 := by
  classical
  have hrest : ∀ k, 1 - E k = ∑ j ∈ Finset.univ.erase k, E j := fun k => by
    rw [← hsum, ← Finset.add_sum_erase Finset.univ E (Finset.mem_univ k), add_sub_cancel_left]
  have heff : ∀ k, IsEffect (E k) := fun k => ⟨hE k, by
    rw [hrest k]
    exact Finset.sum_induction E PosSemidef (fun _ _ ha hb => ha.add hb) PosSemidef.zero
      (fun j _ => hE j)⟩
  have hfix : ∀ k, E k *ᵥ ψ k = ψ k := fun k => (prob_eq_one_iff (heff k).2 (hψ k)).mp (h1 k)
  have hlin : ∀ (s : Finset ι) (x : n → ℂ), prob (∑ j ∈ s, E j) x = ∑ j ∈ s, prob (E j) x := by
    intro s x
    induction s using Finset.induction_on with
    | empty => simp [prob]
    | insert a s ha ih =>
      rw [Finset.sum_insert ha, Finset.sum_insert ha, ← ih]
      unfold prob
      rw [add_mulVec, dotProduct_add]
  refine ⟨hfix, fun j k hjk => ?_⟩
  -- the wrong outcomes have nonnegative Born values with sum zero
  have hz : ∑ i ∈ Finset.univ.erase k, prob (E i) (ψ k) = 0 := by
    rw [← hlin, ← hrest k, prob, sub_mulVec, one_mulVec, hfix k, sub_self, dotProduct_zero]
  have hnn : ∀ i ∈ Finset.univ.erase k, 0 ≤ prob (E i) (ψ k) :=
    fun i _ => (hE i).dotProduct_mulVec_nonneg (ψ k)
  have h0 : prob (E j) (ψ k) = 0 :=
    (Finset.sum_eq_zero_iff_of_nonneg hnn).mp hz j
      (Finset.mem_erase.mpr ⟨hjk, Finset.mem_univ j⟩)
  exact (perfect_discrimination (heff j) (hψ j) (h1 j) h0).2

/-- Two positive semidefinite operators with `tr (A σ) = 0` have `A σ = 0`. -/
theorem mul_eq_zero_of_trace_eq_zero {A σ : Matrix n n ℂ} (hA : A.PosSemidef)
    (hσ : σ.PosSemidef) (h : (A * σ).trace = 0) : A * σ = 0 := by
  obtain ⟨C, rfl⟩ := CStarAlgebra.nonneg_iff_eq_star_mul_self.mp hA.nonneg
  obtain ⟨B, rfl⟩ := CStarAlgebra.nonneg_iff_eq_star_mul_self.mp hσ.nonneg
  simp only [star_eq_conjTranspose] at h ⊢
  -- tr (A σ) is the squared Hilbert-Schmidt norm of C Bᴴ
  have ht : ((C * Bᴴ)ᴴ * (C * Bᴴ)).trace = 0 := by
    rw [conjTranspose_mul, conjTranspose_conjTranspose, Matrix.mul_assoc, trace_mul_comm]
    simpa only [Matrix.mul_assoc] using h
  have hz : C * Bᴴ = 0 := trace_conjTranspose_mul_self_eq_zero_iff.mp ht
  calc Cᴴ * C * (Bᴴ * B) = Cᴴ * (C * Bᴴ) * B := by simp only [Matrix.mul_assoc]
    _ = 0 := by rw [hz, Matrix.mul_zero, Matrix.zero_mul]

/-- If an effect `E` has `tr (E ρ) = 1` for a density operator `ρ` and `tr (E σ) = 0` for a
positive semidefinite `σ`, then `E ρ = ρ`, `E σ = 0` and `ρ σ = 0`. -/
theorem mixed_discrimination {E ρ σ : Matrix n n ℂ} (hE : IsEffect E) (hρ : ρ.PosSemidef)
    (hρ1 : ρ.trace = 1) (hσ : σ.PosSemidef) (h1 : (E * ρ).trace = 1)
    (h0 : (E * σ).trace = 0) : E * ρ = ρ ∧ E * σ = 0 ∧ ρ * σ = 0 := by
  have hc : ((1 - E) * ρ).trace = 0 := by
    rw [sub_mul, one_mul, trace_sub, hρ1, h1, sub_self]
  have hz := mul_eq_zero_of_trace_eq_zero hE.2 hρ hc
  rw [sub_mul, one_mul, sub_eq_zero] at hz
  have hEσ := mul_eq_zero_of_trace_eq_zero hE.1 hσ h0
  have hH : Eᴴ = E := hE.1.1
  have hρH : ρᴴ = ρ := hρ.1
  -- the adjoint of ρ = E ρ is ρ = ρ E
  have hρE : ρ = ρ * E := by
    have h := congrArg conjTranspose hz
    rwa [conjTranspose_mul, hH, hρH] at h
  refine ⟨hz.symm, hEσ, ?_⟩
  calc ρ * σ = ρ * E * σ := by rw [← hρE]
    _ = 0 := by rw [mul_assoc, hEσ, mul_zero]

/-- The operator `diag (1, 0, 1/2)` on a three-level system. -/
def unsharp : Matrix (Fin 3) (Fin 3) ℂ := diagonal ![1, 0, 1 / 2]

/-- `diag (1, 0, 1/2)` is an effect that is not idempotent, with Born value 1 in the first and
0 in the second basis vector, both of them unit vectors. -/
theorem perfect_discrimination_witness :
    IsEffect unsharp ∧ unsharp * unsharp ≠ unsharp ∧
      IsUnitVec (![1, 0, 0] : Fin 3 → ℂ) ∧ IsUnitVec (![0, 1, 0] : Fin 3 → ℂ) ∧
      prob unsharp ![1, 0, 0] = 1 ∧ prob unsharp ![0, 1, 0] = 0 := by
  have hc : 1 - unsharp = diagonal ![0, 1, 1 / 2] := by
    ext i j
    fin_cases i <;> fin_cases j <;> simp [unsharp]
    norm_num
  refine ⟨⟨?_, ?_⟩, ?_, ?_, ?_, ?_, ?_⟩
  · refine PosSemidef.diagonal fun i => ?_
    fin_cases i <;> simp
  · rw [hc]
    refine PosSemidef.diagonal fun i => ?_
    fin_cases i <;> simp
  · intro h
    have h2 : (unsharp * unsharp) 2 2 = unsharp 2 2 := by rw [h]
    rw [unsharp, diagonal_mul_diagonal, diagonal_apply_eq, diagonal_apply_eq] at h2
    have h3 : (1 / 2 : ℂ) * (1 / 2) = 1 / 2 := h2
    norm_num at h3
  · simp [IsUnitVec, dotProduct, Fin.sum_univ_succ]
  · simp [IsUnitVec, dotProduct, Fin.sum_univ_succ]
  · simp [prob, unsharp, dotProduct, mulVec_diagonal, Fin.sum_univ_succ]
  · simp [prob, unsharp, dotProduct, mulVec_diagonal, Fin.sum_univ_succ]

end

end PerfectDiscrimination
```

```lean
#print axioms PerfectDiscrimination.discriminable_iff_orthogonal
-- 'PerfectDiscrimination.discriminable_iff_orthogonal' depends on axioms: [propext, Classical.choice, Quot.sound]
#print axioms PerfectDiscrimination.povm_discrimination
-- 'PerfectDiscrimination.povm_discrimination' depends on axioms: [propext, Classical.choice, Quot.sound]
#print axioms PerfectDiscrimination.mixed_discrimination
-- 'PerfectDiscrimination.mixed_discrimination' depends on axioms: [propext, Classical.choice, Quot.sound]
```

## Notes on the proof

`prob_eq_zero_iff` is Step A, taken from Mathlib as `hA.dotProduct_mulVec_zero_iff x`. In `prob_eq_one_iff`, `hc` is the identity $\langle u,(I-E)u\rangle = 1 - \langle u,Eu\rangle$, and `key` is Step A for `1 - E`, rewritten into the form of Step B. `perfect_discrimination` collects `hEu` and `hEv`, reads hermiticity off as `hE.1.1`, and its three `calc` lines are the three equalities of Step C; `Matrix.star_mulVec` with `hH` moves $E$ across the inner product.

Step D is spread over three results. `projector_mulVec` gives $Px = \langle u,x\rangle u$. In `projector_isEffect`, `hH` and `hP` are $P^\dagger = P$ and $P^2 = P$, computed entry by entry, and `posSemidef_conjTranspose_mul_self` supplies positivity of $P^\dagger P$ and $(I-P)^\dagger(I-P)$. `discriminable_iff_orthogonal` offers `projector u` as the effect for one direction and cites `perfect_discrimination` for the other.

In `povm_discrimination`, `Finset.univ.erase k` is the set of outcomes other than $k$. The steps `hrest`, `heff` and `hfix` are the first sentence of Step E, `hlin` is additivity of the Born value in the operator, `hz` is the displayed sum and `hnn` the sign of its terms. `Finset.sum_eq_zero_iff_of_nonneg` then isolates the term $j$.

`mul_eq_zero_of_trace_eq_zero` is Step F: `ht` is the cyclic rearrangement by `trace_mul_comm`, and `trace_conjTranspose_mul_self_eq_zero_iff` yields $CB^\dagger = 0$. `mixed_discrimination` uses it twice, and `hρE` is the adjoint equation $\rho = \rho E$. `perfect_discrimination_witness` checks the signs of the diagonal entries of `unsharp` and `1 - unsharp`, and refutes idempotence at entry `2 2`, where $\tfrac14 \ne \tfrac12$.

One technique is worth reusing. With `MatrixOrder` open, `hA.nonneg` turns positive semidefiniteness into an order statement, and `obtain ⟨C, rfl⟩ := CStarAlgebra.nonneg_iff_eq_star_mul_self.mp hA.nonneg` replaces $A$ by $C^\dagger C$ in every hypothesis and in the goal. What remains is matrix algebra, with no eigenvalues or explicit square roots.

The statement could also be modelled without a basis, with $u, v$ in a complex Hilbert space and $E$ a bounded operator with $E \ge 0$ and $I - E \ge 0$. The norm and inner product would replace `IsUnitVec` and the dot product, and infinite dimension would be admitted. Step A would then follow from the Cauchy–Schwarz inequality $|\langle y,Ax\rangle|^2 \le \langle y,Ay\rangle\langle x,Ax\rangle$, Steps B and C would be unchanged, and in the mixed case $\rho$ and $\sigma$ would be taken to be trace-class. That variant, like the unnormalised counterexample above, is argued on paper and is not among the compiled theorems.
